# Moments, cumulants and free-energy derivatives for an observable on finitely many states

A system with finitely many states is in thermal equilibrium at inverse temperature β, and a perturbation of strength g shifts the energy of state i from E_i to E_i + g V_i. The change in free energy can be written as an average over the unperturbed system:

F(g) − F(0) = −β⁻¹ ln ⟨exp(−βgV)⟩.

The averages of powers of V over the unperturbed states are the moments m_n = ⟨Vⁿ⟩. The derivatives of F at g = 0 contain the cumulants c_n, the derivatives of ln ⟨exp(tV)⟩ with respect to t at t = 0. For probability weights, the two are linked at every order n = 0, 1, 2, … by

m_(n+1) = Σ_{k=0..n} choose(n,k) c_(k+1) m_(n−k).

The term k = n is c_(n+1) m_0 = c_(n+1), so each new moment yields one new cumulant.

## Averages over a finite set of states

The states are the elements of a finite type `ι`. An observable is a function `V : ι → ℝ`, one real value per state, and the weights are a function `w : ι → ℝ`.

```lean
import Mathlib

open Finset

namespace MomentCumulant

noncomputable section

variable {ι : Type*} [Fintype ι]
```

The moment generating function is

M(t) = ⟨exp(tV)⟩ = Σ_i w_i exp(t V_i).

The definition accepts any real weights. That they are probabilities is a hypothesis of the theorems that need it.

```lean
/-- The moment generating function `⟨exp (t V)⟩` of an observable `V` with weights `w`. -/
def genFun (w V : ι → ℝ) (t : ℝ) : ℝ := ∑ i, w i * Real.exp (t * V i)
```

The moments are the weighted power sums m_n = Σ_i w_i V_iⁿ, so that m_0 is the total weight.

```lean
/-- The `n`-th moment `⟨V ^ n⟩` of an observable `V` with weights `w`. -/
def moment (w V : ι → ℝ) (n : ℕ) : ℝ := ∑ i, w i * V i ^ n
```

Write K(t) = ln M(t). The cumulant c_n, often written κ_n, is the n-th derivative of K at t = 0. Nothing about moments enters this definition, so the recursion has to be derived.

```lean
/-- The `n`-th cumulant: the `n`-th derivative of `ln ⟨exp (t V)⟩` at `t = 0`, for weights
with `⟨exp (t V)⟩` positive. -/
def cumulant (w V : ι → ℝ) (n : ℕ) : ℝ :=
  iteratedDeriv n (fun t => Real.log (genFun w V t)) 0
```

## The generating function is positive and smooth

The logarithm needs M(t) > 0. Let w_i ≥ 0 for all i and Σ_i w_i = 1, which says that the weights are the probabilities of finding the system in each state. Since the sum is not zero, some w_i is nonzero and hence positive. Its term w_i exp(t V_i) is positive and the other terms are at least zero, so M(t) > 0. The proof picks out this state in the same way.

```lean
/-- For probability weights the moment generating function is positive. -/
theorem genFun_pos {w : ι → ℝ} (hw : ∀ i, 0 ≤ w i) (hs : ∑ i, w i = 1) (V : ι → ℝ) (t : ℝ) :
    0 < genFun w V t := by
  have hne : ∑ i, w i ≠ 0 := by rw [hs]; exact one_ne_zero
  obtain ⟨i, hi, hwi⟩ := Finset.exists_ne_zero_of_sum_ne_zero hne
  exact Finset.sum_pos' (fun j _ => mul_nonneg (hw j) (Real.exp_pos _).le)
    ⟨i, hi, mul_pos (lt_of_le_of_ne (hw i) hwi.symm) (Real.exp_pos _)⟩
```

M is a finite sum of constants times exponentials of linear functions, so it is differentiable to every order. The order of smoothness is the parameter `k`.

```lean
/-- The moment generating function is smooth. -/
theorem contDiff_genFun (w V : ι → ℝ) (k : WithTop ℕ∞) : ContDiff ℝ k (genFun w V) := by
  have h : ∀ i, ContDiff ℝ k (fun t : ℝ => w i * Real.exp (t * V i)) := fun i => by
    have hi : ContDiff ℝ k (fun t : ℝ => t * V i) := contDiff_id.mul contDiff_const
    exact contDiff_const.mul hi.exp
  exact ContDiff.sum fun i _ => h i
```

## Derivatives at zero are moments

Each derivative of exp(t V_i) in t brings down one factor V_i:

dⁿM/dtⁿ = Σ_i w_i V_iⁿ exp(t V_i).

The right-hand side is again a generating function, with w_i V_iⁿ in place of w_i. These new weights may be negative, which is why the definition leaves the weights free. The proof is an induction on n, and its step differentiates the sum term by term.

```lean
/-- Each derivative of `⟨exp (t V)⟩` brings down one factor of `V` under the average. -/
theorem iteratedDeriv_genFun (w V : ι → ℝ) (n : ℕ) :
    iteratedDeriv n (genFun w V) = genFun (fun i => w i * V i ^ n) V := by
  induction n with
  | zero => simp
  | succ n ih =>
    rw [iteratedDeriv_succ, ih]
    funext t
    have h : HasDerivAt (fun t => ∑ i, w i * V i ^ n * Real.exp (t * V i))
        (∑ i, w i * V i ^ (n + 1) * Real.exp (t * V i)) t := by
      apply HasDerivAt.fun_sum
      intro i _
      exact ((((hasDerivAt_id' t).mul_const (V i)).exp).const_mul
        (w i * V i ^ n)).congr_deriv (by ring)
    exact h.deriv
```

At t = 0 the exponentials equal 1, and what remains is Σ_i w_i V_iⁿ = m_n.

```lean
/-- The `n`-th derivative of `⟨exp (t V)⟩` at `t = 0` is the `n`-th moment. -/
theorem iteratedDeriv_genFun_zero (w V : ι → ℝ) (n : ℕ) :
    iteratedDeriv n (genFun w V) 0 = moment w V n := by
  rw [iteratedDeriv_genFun]
  simp [genFun, moment]
```

## The recursion from M′ = K′M

Since M is positive, the chain rule gives K′ = M′/M, or

M′(t) = K′(t) M(t).

Differentiate both sides n times with the Leibniz rule:

M^(n+1)(t) = Σ_{k=0..n} choose(n,k) K^(k+1)(t) M^(n−k)(t).

At t = 0 the derivatives of M are moments and those of K are cumulants, and this is the recursion.

In the theorem, `hw` and `hs` say that the weights are probabilities, and `range (n + 1)` runs over k = 0, …, n. In the proof, `hL` is the formula for K′ and `hprod` is the product form. The Leibniz rule, `iteratedDeriv_mul`, asks for two factors that are n times continuously differentiable. For K′ this is `hK`, which holds because K′ is a quotient of smooth functions with a positive denominator. The last lines match the sums term by term.

```lean
/-- Moment-to-cumulant recursion: for probability weights,
`m_(n+1) = ∑ k = 0..n, choose(n,k) c_(k+1) m_(n-k)` for every `n`. -/
theorem moment_recursion {w : ι → ℝ} (hw : ∀ i, 0 ≤ w i) (hs : ∑ i, w i = 1)
    (V : ι → ℝ) (n : ℕ) :
    moment w V (n + 1) =
      ∑ k ∈ range (n + 1), (n.choose k : ℝ) * cumulant w V (k + 1) * moment w V (n - k) := by
  have hpos := genFun_pos hw hs V
  have hd : deriv (genFun w V) = genFun (fun i => w i * V i ^ 1) V := by
    rw [← iteratedDeriv_one]
    exact iteratedDeriv_genFun w V 1
  have hdiff : Differentiable ℝ (genFun w V) :=
    (contDiff_genFun w V 1).differentiable (by norm_num)
  have hL : deriv (fun t => Real.log (genFun w V t)) =
      fun t => deriv (genFun w V) t / genFun w V t := by
    funext t
    exact ((hdiff t).hasDerivAt.log (hpos t).ne').deriv
  have hK : ContDiff ℝ n (deriv (fun t => Real.log (genFun w V t))) := by
    rw [hL, hd]
    exact (contDiff_genFun _ V n).div (contDiff_genFun w V n) fun t => (hpos t).ne'
  -- the logarithmic derivative, written as a product: M' = (ln M)' M
  have hprod : deriv (genFun w V) =
      deriv (fun t => Real.log (genFun w V t)) * genFun w V := by
    rw [hL]
    funext t
    exact (div_mul_cancel₀ _ (hpos t).ne').symm
  -- the Leibniz rule at t = 0
  rw [← iteratedDeriv_genFun_zero, iteratedDeriv_succ', hprod,
    iteratedDeriv_mul hK.contDiffAt (contDiff_genFun w V n).contDiffAt]
  refine Finset.sum_congr rfl fun k _ => ?_
  rw [iteratedDeriv_genFun_zero, cumulant, iteratedDeriv_succ']
```

## Mean, variance and third central moment

With m_0 = 1, the cases n = 0, 1, 2 read

m_1 = c_1
m_2 = c_1 m_1 + c_2
m_3 = c_1 m_2 + 2 c_2 m_1 + c_3.

Solving in turn gives

c_1 = m_1
c_2 = m_2 − m_1²
c_3 = m_3 − 3 m_1 m_2 + 2 m_1³.

Expanding the central moments gives the same expressions:

⟨(V − m_1)²⟩ = m_2 − 2 m_1² + m_1² = m_2 − m_1²
⟨(V − m_1)³⟩ = m_3 − 3 m_1 m_2 + 3 m_1³ − m_1³ = m_3 − 3 m_1 m_2 + 2 m_1³.

A central moment appears in Lean as `moment` applied to the shifted observable `fun i => V i - moment w V 1`. The facts `h1`, `h2` and `h3` are the three cases of the recursion, `e2` and `e3` are the expansions about an arbitrary value a, and `linear_combination` does the elimination.

```lean
/-- For probability weights the first cumulant is the mean, and the second and third are the
second and third central moments. -/
theorem cumulant_low_orders {w : ι → ℝ} (hw : ∀ i, 0 ≤ w i) (hs : ∑ i, w i = 1)
    (V : ι → ℝ) :
    cumulant w V 1 = moment w V 1 ∧
    cumulant w V 2 = moment w (fun i => V i - moment w V 1) 2 ∧
    cumulant w V 3 = moment w (fun i => V i - moment w V 1) 3 := by
  have h0 : moment w V 0 = 1 := by simp [moment, hs]
  have h1 : moment w V 1 = cumulant w V 1 := by
    simpa [h0] using moment_recursion hw hs V 0
  have h2 : moment w V 2 = cumulant w V 1 * moment w V 1 + cumulant w V 2 := by
    simpa [Finset.sum_range_succ, h0] using moment_recursion hw hs V 1
  have h3 : moment w V 3 = cumulant w V 1 * moment w V 2
      + 2 * cumulant w V 2 * moment w V 1 + cumulant w V 3 := by
    simpa [Finset.sum_range_succ, h0] using moment_recursion hw hs V 2
  -- central moments in terms of raw moments
  have e2 : ∀ a, moment w (fun i => V i - a) 2 =
      moment w V 2 - 2 * a * moment w V 1 + a ^ 2 * moment w V 0 := fun a => by
    simp only [moment, Finset.mul_sum]
    rw [← Finset.sum_sub_distrib, ← Finset.sum_add_distrib]
    exact Finset.sum_congr rfl fun i _ => by ring
  have e3 : ∀ a, moment w (fun i => V i - a) 3 = moment w V 3 - 3 * a * moment w V 2
      + 3 * a ^ 2 * moment w V 1 - a ^ 3 * moment w V 0 := fun a => by
    simp only [moment, Finset.mul_sum]
    rw [← Finset.sum_sub_distrib, ← Finset.sum_add_distrib, ← Finset.sum_sub_distrib]
    exact Finset.sum_congr rfl fun i _ => by ring
  refine ⟨h1.symm, ?_, ?_⟩
  · rw [e2, h0]
    linear_combination -h2 + moment w V 1 * h1
  · rw [e3, h0]
    linear_combination -h3 + moment w V 2 * h1 + 2 * moment w V 1 * h2
      - 2 * moment w V 1 ^ 2 * h1
```

## The free energy of a shifted spectrum

For energies E_i, the partition function is Z = Σ_i exp(−βE_i). Each element of `ι` is one state, so a degenerate level is listed as many times as its degeneracy.

```lean
/-- The partition function of a finite spectrum `E` at inverse temperature `β`. -/
def partitionFn (β : ℝ) (E : ι → ℝ) : ℝ := ∑ i, Real.exp (-β * E i)
```

The Gibbs weights are p_i = exp(−βE_i)/Z, the equilibrium probabilities of the unperturbed states.

```lean
/-- The Gibbs weights `exp (-β E i) / Z` of a nonempty finite spectrum `E`. -/
def gibbs (β : ℝ) (E : ι → ℝ) (i : ι) : ℝ := Real.exp (-β * E i) / partitionFn β E
```

The free energy is F = −β⁻¹ ln Z, the Helmholtz free energy.

```lean
/-- The free energy `-(ln Z) / β` of a nonempty finite spectrum `E`, for `β ≠ 0`. -/
def freeEnergy (β : ℝ) (E : ι → ℝ) : ℝ := -β⁻¹ * Real.log (partitionFn β E)
```

The perturbed partition function factors:

Z(g) = Σ_i exp(−βE_i) exp(−βgV_i) = Z Σ_i p_i exp(−βgV_i) = Z M(−βg),

where M is now taken with the weights p_i. Therefore

F(g) = −β⁻¹ [ln Z + K(−βg)].

This has the shape a(b + f(cx)), where c without an index is a constant and not a cumulant. On differentiation the constant b drops out, and each derivative gives a factor c:

dⁿ⁺¹/dxⁿ⁺¹ [a(b + f(cx))] = a cⁿ⁺¹ f^(n+1)(cx).

The lemma proves this by induction, starting from the first derivative.

```lean
/-- Derivatives of positive order of `a (b + f (c x))`: the constant `b` drops out and each
derivative gives a factor `c`. -/
theorem iteratedDeriv_rescaled (f : ℝ → ℝ) (a b c : ℝ) (n : ℕ) :
    iteratedDeriv (n + 1) (fun x => a * (b + f (c * x))) =
      fun x => a * c ^ (n + 1) * iteratedDeriv (n + 1) f (c * x) := by
  induction n with
  | zero =>
    funext x
    simp only [zero_add, iteratedDeriv_one, pow_one]
    rw [deriv_const_mul_field, deriv_const_add, deriv_comp_mul_left c f x, smul_eq_mul]
    ring
  | succ n ih =>
    rw [iteratedDeriv_succ, ih]
    funext x
    rw [deriv_const_mul_field, deriv_comp_mul_left c (iteratedDeriv (n + 1) f) x,
      ← iteratedDeriv_succ, smul_eq_mul]
    ring
```

With a = −β⁻¹, b = ln Z, c = −β and f = K, the derivative at g = 0 is

F^(n+1)(0) = −β⁻¹ (−β)ⁿ⁺¹ c_(n+1) = (−β)ⁿ c_(n+1).

The first derivative is the mean of V, and the second is −β times its second cumulant. The theorem assumes at least one state, so that Z > 0, and β ≠ 0, which excludes infinite temperature, where the formula −β⁻¹ ln Z is undefined. In the proof, `hsum` is the factorisation, `hF` the resulting form of F(g), and `hc` the collection of powers of β.

```lean
/-- Free-energy perturbation to all orders: for a nonempty finite spectrum `E + g V` and `β ≠ 0`,
the `(n+1)`-th derivative of the free energy in `g` at `g = 0` is `(-β) ^ n` times the
`(n+1)`-th cumulant of `V` in the Gibbs weights of `E`. -/
theorem freeEnergy_perturbation [Nonempty ι] {β : ℝ} (hβ : β ≠ 0) (E V : ι → ℝ) (n : ℕ) :
    iteratedDeriv (n + 1) (fun g => freeEnergy β (fun i => E i + g * V i)) 0 =
      (-β) ^ n * cumulant (gibbs β E) V (n + 1) := by
  have hZ : 0 < partitionFn β E :=
    Finset.sum_pos (fun j _ => Real.exp_pos _) Finset.univ_nonempty
  have hZ' : partitionFn β E ≠ 0 := hZ.ne'
  have hM : ∀ t, 0 < genFun (gibbs β E) V t := fun t =>
    Finset.sum_pos (fun j _ => mul_pos (div_pos (Real.exp_pos _) hZ) (Real.exp_pos _))
      Finset.univ_nonempty
  have hg : ∀ i, partitionFn β E * gibbs β E i = Real.exp (-β * E i) := fun i => by
    rw [gibbs]
    field_simp
  -- the perturbed partition function is Z times an average over the unperturbed system
  have hsum : ∀ g, partitionFn β (fun i => E i + g * V i) =
      partitionFn β E * genFun (gibbs β E) V (-β * g) := fun g => by
    rw [genFun, Finset.mul_sum]
    refine Finset.sum_congr rfl fun i _ => ?_
    have he : -β * (E i + g * V i) = -β * E i + -β * g * V i := by ring
    rw [← mul_assoc, hg i, he, Real.exp_add]
  have hF : (fun g => freeEnergy β (fun i => E i + g * V i)) = fun g =>
      -β⁻¹ * (Real.log (partitionFn β E) + Real.log (genFun (gibbs β E) V (-β * g))) := by
    funext g
    rw [freeEnergy, hsum g, Real.log_mul hZ' (hM _).ne']
  have hc : -β⁻¹ * (-β) ^ (n + 1) = (-β) ^ n := by
    have hb : β⁻¹ * β = 1 := inv_mul_cancel₀ hβ
    rw [pow_succ]
    generalize (-β) ^ n = p
    linear_combination p * hb
  rw [hF]
  refine (congrFun (iteratedDeriv_rescaled (fun t => Real.log (genFun (gibbs β E) V t))
    (-β⁻¹) (Real.log (partitionFn β E)) (-β) n) 0).trans ?_
  simp only [mul_zero]
  rw [hc, cumulant]

end

end MomentCumulant
```

For a quantum system, the step left to the user is to justify the energies E_i + g V_i. They are exact when the perturbation commutes with the unperturbed Hamiltonian and V_i are its eigenvalues in a common eigenbasis. A perturbation that mixes the states generally gives levels that are not linear in g. Within this restriction to finitely many states and a diagonal perturbation, the theorem gives the derivatives that, divided by (n+1)!, are the coefficients of gⁿ⁺¹ in the cumulant expansion used in free-energy perturbation simulations. It concerns derivatives at g = 0 and sets no bound on the error of a truncated series at finite g.

To use the recursion with Gibbs weights, one supplies its two hypotheses: p_i ≥ 0 is clear, and Σ_i p_i = Z/Z = 1. This short check is made here in prose and has no theorem of its own.

## Two states in numbers

Take β = 1 and energies E = (0, ln 3) in matching units. Then Z = 1 + 1/3 = 4/3 and the Gibbs weights are (3/4, 1/4). Let V = (0, 4). The moments are

m_1 = 1, m_2 = 4, m_3 = 16, m_4 = 64.

The recursion gives, in turn,

c_1 = 1
c_2 = 4 − 1·1 = 3
c_3 = 16 − 1·4 − 2·3·1 = 6
c_4 = 64 − 1·16 − 3·3·4 − 3·6·1 = −6.

The deviations from the mean are −1 and 3, so the second central moment is 3/4 + 9/4 = 3 and the third is −3/4 + 27/4 = 6, in agreement with c_2 and c_3. The fourth is 3/4 + 81/4 = 21, which differs from c_4: the match between cumulants and central moments ends at third order.

The first three derivatives of the free energy at g = 0 are 1, −3 and 6. The first can be checked directly. Here F(g) = −ln(1 + exp(−4g)/3), so

F′(0) = (4/3)/(4/3) = 1.

```lean
#print axioms MomentCumulant.cumulant_low_orders
-- 'MomentCumulant.cumulant_low_orders' depends on axioms: [propext, Classical.choice, Quot.sound]
#print axioms MomentCumulant.freeEnergy_perturbation
-- 'MomentCumulant.freeEnergy_perturbation' depends on axioms: [propext, Classical.choice, Quot.sound]
```
